# On a finite chain with non-zero nearest-neighbour couplings, the first component of an eigenvector and its eigenvalue fix all the others

The Hamiltonian here is a real symmetric tridiagonal matrix on sites 0 to m, with on-site energies `a k` and couplings `b k` between sites k and k + 1, all the couplings within the chain being non-zero. The lemma `eigenvector_component` says that if a real vector v satisfies the eigenvalue equation with eigenvalue t, then its component at site i is v₀ pᵢ(t). The Lanczos polynomials pᵢ start from p₀ = 1 and obey bₖ pₖ₊₁(x) = (x − aₖ) pₖ(x) − bₖ₋₁ pₖ₋₁(x), where the last term is absent for k = 0; they are not the monic polynomials, which differ from them by products of the couplings. The vector need not be normalised, since both sides scale alike. The proof extends v to a function `u` on all the natural numbers, zero beyond the chain, and then goes up the chain by strong induction, each row of the eigenvalue equation giving the next component.

In Lean, a first try:

```lean
import Mathlib

open Matrix Polynomial

namespace LanczosGaussQuadrature

noncomputable section

/-- The real symmetric tridiagonal matrix on sites `0, …, m` with diagonal entries `a k`
and couplings `b k` between sites `k` and `k + 1`. -/
def jacobi (a b : ℕ → ℝ) (m : ℕ) : Matrix (Fin (m + 1)) (Fin (m + 1)) ℝ :=
  Matrix.of fun i j =>
    if (i : ℕ) = (j : ℕ) then a i else if (i : ℕ) + 1 = (j : ℕ) then b i
    else if (j : ℕ) + 1 = (i : ℕ) then b j else 0

/-- The Lanczos polynomials, generated from `p₀ = 1` by the three-term recurrence. -/
def lanczosPoly (a b : ℕ → ℝ) : ℕ → ℝ[X]
  | 0 => 1
  | 1 => C (b 0)⁻¹ * (X - C (a 0))
  | k + 2 => C (b (k + 1))⁻¹ *
      ((X - C (a (k + 1))) * lanczosPoly a b (k + 1) - C (b k) * lanczosPoly a b k)

/-- The residual polynomial at site `m`: the next Lanczos polynomial before normalisation. -/
def residual (a b : ℕ → ℝ) : ℕ → ℝ[X]
  | 0 => X - C (a 0)
  | m + 1 => (X - C (a (m + 1))) * lanczosPoly a b (m + 1) - C (b m) * lanczosPoly a b m

variable {a b : ℕ → ℝ} {m : ℕ} {t : ℝ}

/-- A non-zero coupling times the next Lanczos polynomial is the residual polynomial. -/
theorem coupling_mul_next {k : ℕ} (h : b k ≠ 0) :
    C (b k) * lanczosPoly a b (k + 1) = residual a b k := by
  have hc : C (b k) * C (b k)⁻¹ = (1 : ℝ[X]) := by
    rw [← C_mul, mul_inv_cancel₀ h, C_1]
  rcases k with _ | k
  · change C (b 0) * (C (b 0)⁻¹ * (X - C (a 0))) = X - C (a 0)
    rw [← mul_assoc, hc, one_mul]
  · rw [lanczosPoly, residual, ← mul_assoc, hc, one_mul]

/-- The tridiagonal matrix couples each site only to itself and its existing neighbours. -/
theorem jacobi_mulVec (u : ℕ → ℝ) (i : Fin (m + 1)) :
    (jacobi a b m *ᵥ fun j : Fin (m + 1) => u j) i =
      a i * u i + (if (i : ℕ) + 1 ≤ m then b i * u (i + 1) else 0)
        + (if 0 < (i : ℕ) then b (i - 1) * u (i - 1) else 0) := by
  have h : ∀ i j : ℕ,
      (if i = j then a i else if i + 1 = j then b i else if j + 1 = i then b j else 0) * u j
      = (if j = i then a i * u i else 0) + (if j = i + 1 then b i * u (i + 1) else 0)
        + (if j = i - 1 then (if 0 < i then b (i - 1) * u (i - 1) else 0) else 0) := by
    intro i j
    split_ifs <;> first | omega | (subst_vars; simp)
  have hi := i.isLt
  simp only [Matrix.mulVec, dotProduct, jacobi, Matrix.of_apply]
  rw [Fin.sum_univ_eq_sum_range (fun j => (if (i : ℕ) = j then a i else
    if (i : ℕ) + 1 = j then b i else if j + 1 = (i : ℕ) then b j else 0) * u j) (m + 1),
    Finset.sum_congr rfl (fun j _ => h i j), Finset.sum_add_distrib, Finset.sum_add_distrib,
    Finset.sum_ite_eq', Finset.sum_ite_eq', Finset.sum_ite_eq']
  simp only [Finset.mem_range]
  split_ifs <;> first | rfl | omega

/-- Every component of an eigenvector is its first component times the Lanczos polynomial
of that site at the eigenvalue. -/
theorem eigenvector_component (hb : ∀ k < m, b k ≠ 0) {v : Fin (m + 1) → ℝ}
    (hv : jacobi a b m *ᵥ v = t • v) (i : Fin (m + 1)) :
    v i = v 0 * (lanczosPoly a b i).eval t := by
  obtain ⟨u, hu⟩ : ∃ u : ℕ → ℝ, v = fun j : Fin (m + 1) => u j :=
    ⟨fun k => if h : k < m + 1 then v ⟨k, h⟩ else 0, by ext j; simp⟩
  subst hu
  have row : ∀ i, i ≤ m → a i * u i + (if i + 1 ≤ m then b i * u (i + 1) else 0)
      + (if 0 < i then b (i - 1) * u (i - 1) else 0) = t * u i := by
    intro i hi
    have h := congrFun hv ⟨i, by omega⟩
    rw [jacobi_mulVec] at h
    exact h
  -- each row of the eigenvalue equation fixes the next component
  have key : ∀ k, k ≤ m → u k = u 0 * (lanczosPoly a b k).eval t := by
    intro k
    induction k using Nat.strong_induction_on with
    | _ k ih =>
      intro hk
      rcases k with _ | _ | k
      · simp [lanczosPoly]
      · have h := row 0 (by omega)
        have s := congrArg (Polynomial.eval t) (coupling_mul_next (a := a) (hb 0 (by omega)))
        rw [if_pos (show 0 + 1 ≤ m by omega), if_neg (lt_irrefl 0)] at h
        simp only [residual, eval_mul, eval_sub, eval_C, eval_X, zero_add] at h s ⊢
        apply mul_left_cancel₀ (hb 0 (by omega))
        linear_combination h - u 0 * s
      · have h := row (k + 1) (by omega)
        have s := congrArg (Polynomial.eval t)
          (coupling_mul_next (a := a) (hb (k + 1) (by omega)))
        rw [if_pos (show k + 1 + 1 ≤ m by omega), if_pos (Nat.succ_pos k),
          Nat.add_sub_cancel] at h
        simp only [residual, eval_mul, eval_sub, eval_C, eval_X] at s
        apply mul_left_cancel₀ (hb (k + 1) (by omega))
        linear_combination h - u 0 * s + (t - a (k + 1)) * ih (k + 1) (by omega) (by omega)
          - b k * ih k (by omega) (by omega)
  exact key i (Nat.le_of_lt_succ i.isLt)

end

end LanczosGaussQuadrature
```

Lean reports:

```
Main.lean:66:53: error: unsolved goals
a b : ℕ → ℝ
m : ℕ
t : ℝ
hb : ∀ k < m, b k ≠ 0
v : Fin (m + 1) → ℝ
hv : jacobi a b m *ᵥ v = t • v
i j : Fin (m + 1)
⊢ m < ↑j → v j = 0
```

Diagnosis. The error lies in the first step, where Lean must check that the extended function agrees with v on the chain. The extension is defined by a conditional: the value of v if the index is below `m + 1`, and 0 otherwise. `simp` did not settle the condition. It reduced the equation to what must hold if the condition fails, `m < ↑j → v j = 0`, and stopped there. This remaining goal is true, because `j` has type `Fin (m + 1)` and so can't exceed `m`, but `simp` didn't bring in that bound.

The repair supplies it. The `change` line writes the goal out with the extension applied to `j`, so that the conditional stands in plain view for rewriting. Then `rw [dif_pos j.isLt]` uses the bound `j.isLt` to choose the first branch. What is left is `v j = v ⟨j, _⟩`, whose two sides are equal by definition, and `rw` closes it by reflexivity.

After these edits no error is left:

```diff
@@ -64,5 +64,8 @@
     v i = v 0 * (lanczosPoly a b i).eval t := by
   obtain ⟨u, hu⟩ : ∃ u : ℕ → ℝ, v = fun j : Fin (m + 1) => u j :=
-    ⟨fun k => if h : k < m + 1 then v ⟨k, h⟩ else 0, by ext j; simp⟩
+    ⟨fun k => if h : k < m + 1 then v ⟨k, h⟩ else 0, by
+      ext j
+      change v j = if h : (j : ℕ) < m + 1 then v ⟨j, h⟩ else 0
+      rw [dif_pos j.isLt]⟩
   subst hu
   have row : ∀ i, i ≤ m → a i * u i + (if i + 1 ≤ m then b i * u (i + 1) else 0)
```
